# Homogeneity of degree p > 1 becomes degree p/(p − 1) under Legendre–Fenchel conjugation

## From the density of a Fermi gas to its pressure

A uniform, non-relativistic, non-interacting Fermi gas in three dimensions at zero temperature has energy density e(n) = C n^(5/3), where n is the particle density and C > 0 is a constant fixed by ħ, the particle mass and the spin degeneracy. If the chemical potential μ ≥ 0 is held fixed instead of the density, the relevant quantity is the pressure

P(μ) = sup over n ≥ 0 of (μ n − e(n)).

How does P change when μ is multiplied by s > 0? It grows as s^(5/2), and for this the homogeneity of e is enough: no maximiser has to be computed. The Thomas–Fermi model of non-interacting particles with potential energy v(r) uses the same function P at each point r, with μ − v(r) in place of μ wherever this difference is positive.

## The scaling law and its setting

Let E be a real inner-product space and f a real function on E with

f(t x) = t^p f(x) for all t > 0 and all x in E.

Its conjugate is

g(y) = sup over x in E of (⟨y, x⟩ − f(x)),

which may be +∞. If p > 1, then for every s > 0 and every y

g(s y) = s^(p/(p−1)) g(y).

In Lean, the condition on f is `Homogeneous p f` and g is `conjugate f`. The values of g lie in `EReal`, the reals with ±∞, so an unbounded supremum really is +∞. The law is `conjugate_smul`, and `conjugate_smul_five_thirds` is the case 5/3 → 5/2. Convexity, continuity, completeness and finite dimension are not assumed.

For the gas, take E = ℝ and f(n) = C|n|^(5/3). When μ ≥ 0, negative n does not raise the supremum, so g(μ) = P(μ). The extension is needed because f must be finite on all of E: a constraint such as n ≥ 0 can't be imposed by setting f = +∞. For the same reason, the integral of C|n|^(5/3) over all space does not fit directly as a function on L²(ℝ³), where it can diverge.

## One dilation for both terms

Put t = s^(1/(p−1)) and c = s^(p/(p−1)). Since 1 + 1/(p−1) = p/(p−1),

s t = c and t^p = c.

Hence

⟨s y, t x⟩ − f(t x) = s t ⟨y, x⟩ − t^p f(x) = c (⟨y, x⟩ − f(x)).

Every vector z in E has the form t x, with x = z/t. Each trial value for g(s y) is therefore c times a trial value for g(y), which gives

g(s y) ≤ c g(y).

This holds for all s > 0 and all y. Using it with 1/s in place of s and s y in place of y gives g(y) ≤ c⁻¹ g(s y), that is, c g(y) ≤ g(s y). The two inequalities together are the scaling law. For p = 5/3 the exponent is (5/3)/(2/3) = 5/2.

## The virial relation at a maximiser

Suppose that x attains the supremum at y. Along the ray through x, the function

t⟨y, x⟩ − t^p f(x), t > 0,

is largest at t = 1. Its derivative vanishes there, so

⟨y, x⟩ = p f(x) and g(y) = (p − 1) f(x).

For the gas this reads μ n = (5/3) e(n) and P = (2/3) e(n). The existence of a maximiser is a hypothesis here, expressed in `virial_of_maximizer` by the equation `hx`. That theorem does not require p > 1.

## Infinite conjugates and the pure power law

If p > 1 and f(x) < 0 for some x, then

⟨y, t x⟩ − f(t x) = t (t^(p−1)(−f(x)) + ⟨y, x⟩) → +∞ as t → ∞,

so g(y) = +∞ for every y. The scaling law still holds, because a positive number times +∞ is +∞.

For f(x) = ‖x‖^p/p with p > 1, set q = p/(p−1), so that 1/p + 1/q = 1. The Cauchy–Schwarz and Young inequalities give

⟨y, x⟩ ≤ ‖y‖ ‖x‖ ≤ ‖x‖^p/p + ‖y‖^q/q,

and hence g(y) ≤ ‖y‖^q/q. For y ≠ 0 take x = ‖y‖^(q−2) y. Then ⟨y, x⟩ = ‖y‖^q and ‖x‖ = ‖y‖^(q−1). Since (q−1)p = q, the trial value is

‖y‖^q − ‖y‖^q/p = ‖y‖^q/q.

For y = 0, x = 0 gives the value 0. The bound is attained in both cases, so g(y) = ‖y‖^q/q.

## The Lean file

```lean
import Mathlib

open Filter

namespace HomogeneousConjugate

variable {E : Type*} [NormedAddCommGroup E] [InnerProductSpace ℝ E]

/-- The function `f` is positively homogeneous of degree `p`: a dilation of the argument
by `t > 0` multiplies its value by `t ^ p`. -/
def Homogeneous (p : ℝ) (f : E → ℝ) : Prop :=
  ∀ t : ℝ, 0 < t → ∀ x : E, f (t • x) = t ^ p * f x

/-- The Legendre-Fenchel conjugate of `f`: the supremum over `x` of `⟨y, x⟩ - f x`,
taken in the extended real numbers. -/
noncomputable def conjugate (f : E → ℝ) (y : E) : EReal :=
  ⨆ x : E, ((inner ℝ y x - f x : ℝ) : EReal)

/-- The Fenchel inequality: each trial vector `x` gives a lower bound on the conjugate. -/
theorem le_conjugate (f : E → ℝ) (y x : E) :
    ((inner ℝ y x - f x : ℝ) : EReal) ≤ conjugate f y :=
  le_iSup (fun x : E => ((inner ℝ y x - f x : ℝ) : EReal)) x

/-- For `f` homogeneous of degree `p > 1`, scaling `y` by `s > 0` and `x` by `s ^ (1/(p-1))`
multiplies `⟨y, x⟩ - f x` by `s ^ (p/(p-1))`. -/
theorem objective_scaling {p s : ℝ} {f : E → ℝ} (hf : Homogeneous p f) (hp : 1 < p)
    (hs : 0 < s) (y x : E) :
    inner ℝ (s • y) (s ^ (1 / (p - 1)) • x) - f (s ^ (1 / (p - 1)) • x)
      = s ^ (p / (p - 1)) * (inner ℝ y x - f x) := by
  have hp1 : p - 1 ≠ 0 := by linarith
  -- the dilation is chosen so that both terms acquire the same factor
  have h1 : (s ^ (1 / (p - 1))) ^ p = s ^ (p / (p - 1)) := by
    rw [← Real.rpow_mul hs.le]
    congr 1
    ring
  have he : p / (p - 1) = 1 + 1 / (p - 1) := by
    rw [div_eq_iff hp1, add_mul, one_div_mul_cancel hp1]
    ring
  have h2 : s * s ^ (1 / (p - 1)) = s ^ (p / (p - 1)) := by
    rw [he, Real.rpow_add hs, Real.rpow_one]
  rw [hf _ (Real.rpow_pos_of_pos hs _), real_inner_smul_left, real_inner_smul_right, h1]
  linear_combination (inner ℝ y x) * h2

/-- For `f` homogeneous of degree `p > 1` and `s > 0`, the conjugate at `s y` is at most
`s ^ (p/(p-1))` times the conjugate at `y`. -/
theorem conjugate_smul_le {p s : ℝ} {f : E → ℝ} (hf : Homogeneous p f) (hp : 1 < p)
    (hs : 0 < s) (y : E) :
    conjugate f (s • y) ≤ ((s ^ (p / (p - 1)) : ℝ) : EReal) * conjugate f y := by
  refine iSup_le fun x => ?_
  have ht : 0 < s ^ (1 / (p - 1)) := Real.rpow_pos_of_pos hs _
  have h := objective_scaling hf hp hs y ((s ^ (1 / (p - 1)))⁻¹ • x)
  rw [smul_inv_smul₀ ht.ne'] at h
  rw [h, EReal.coe_mul]
  exact mul_le_mul_of_nonneg_left (le_conjugate f y _)
    (EReal.coe_nonneg.2 (Real.rpow_nonneg hs.le _))

/-- The conjugate of a function homogeneous of degree `p > 1` scales with the
degree `p/(p-1)` under dilations by `s > 0`. -/
theorem conjugate_smul {p s : ℝ} {f : E → ℝ} (hf : Homogeneous p f) (hp : 1 < p)
    (hs : 0 < s) (y : E) :
    conjugate f (s • y) = ((s ^ (p / (p - 1)) : ℝ) : EReal) * conjugate f y := by
  refine le_antisymm (conjugate_smul_le hf hp hs y) ?_
  have hc : 0 < s ^ (p / (p - 1)) := Real.rpow_pos_of_pos hs _
  -- the reverse inequality is the same bound for the inverse dilation
  have h := conjugate_smul_le hf hp (inv_pos.2 hs) (s • y)
  rw [inv_smul_smul₀ hs.ne', Real.inv_rpow hs.le] at h
  calc ((s ^ (p / (p - 1)) : ℝ) : EReal) * conjugate f y
      ≤ ((s ^ (p / (p - 1)) : ℝ) : EReal) *
          ((((s ^ (p / (p - 1)))⁻¹ : ℝ) : EReal) * conjugate f (s • y)) :=
        mul_le_mul_of_nonneg_left h (EReal.coe_nonneg.2 hc.le)
    _ = conjugate f (s • y) := by
        rw [← mul_assoc, ← EReal.coe_mul, mul_inv_cancel₀ hc.ne', EReal.coe_one, one_mul]

/-- The conjugate of a function homogeneous of degree `5/3` scales with degree `5/2`
under dilations by `s > 0`. -/
theorem conjugate_smul_five_thirds {s : ℝ} {f : E → ℝ} (hf : Homogeneous (5 / 3) f)
    (hs : 0 < s) (y : E) :
    conjugate f (s • y) = ((s ^ (5 / 2 : ℝ) : ℝ) : EReal) * conjugate f y := by
  have h := conjugate_smul hf (by norm_num) hs y
  have e : (5 / 3 : ℝ) / (5 / 3 - 1) = 5 / 2 := by norm_num
  rwa [e] at h

/-- Virial relation: if `f` is homogeneous of degree `p` and `x` attains the supremum that
defines the conjugate at `y`, then `⟨y, x⟩ = p f(x)` and the conjugate equals `(p-1) f(x)`. -/
theorem virial_of_maximizer {p : ℝ} {f : E → ℝ} (hf : Homogeneous p f) {x y : E}
    (hx : conjugate f y = ((inner ℝ y x - f x : ℝ) : EReal)) :
    inner ℝ y x = p * f x ∧ conjugate f y = (((p - 1) * f x : ℝ) : EReal) := by
  -- along the ray through x the objective is largest at t = 1
  have hmax : IsLocalMax (fun t : ℝ => t * inner ℝ y x - t ^ p * f x) 1 := by
    have hev : ∀ᶠ t in nhds (1 : ℝ),
        t * inner ℝ y x - t ^ p * f x ≤ 1 * inner ℝ y x - (1 : ℝ) ^ p * f x := by
      filter_upwards [lt_mem_nhds (zero_lt_one : (0 : ℝ) < 1)] with t ht
      have h := le_conjugate f y (t • x)
      rw [hx, EReal.coe_le_coe_iff, hf t ht, real_inner_smul_right] at h
      rw [Real.one_rpow]
      linarith
    exact hev
  have hder : HasDerivAt (fun t : ℝ => t * inner ℝ y x - t ^ p * f x)
      (1 * inner ℝ y x - (p * (1 : ℝ) ^ (p - 1)) * f x) 1 :=
    ((hasDerivAt_id' (1 : ℝ)).mul_const _).fun_sub
      ((Real.hasDerivAt_rpow_const (Or.inl one_ne_zero)).mul_const (f x))
  have h0 := hmax.hasDerivAt_eq_zero hder
  rw [Real.one_rpow] at h0
  have e : inner ℝ y x - f x = (p - 1) * f x := by linarith
  exact ⟨by linarith, by rw [hx, e]⟩

/-- If a function homogeneous of degree `p > 1` is negative at some point, its conjugate is
`+∞` everywhere. -/
theorem conjugate_eq_top {p : ℝ} {f : E → ℝ} (hf : Homogeneous p f) (hp : 1 < p)
    {x : E} (hx : f x < 0) (y : E) : conjugate f y = ⊤ := by
  rw [EReal.eq_top_iff_forall_lt]
  intro M
  -- the power t ^ p outgrows the linear term along the ray through x
  have hT : Tendsto (fun t : ℝ => t * (t ^ (p - 1) * (-f x) + inner ℝ y x)) atTop atTop :=
    tendsto_id.atTop_mul_atTop₀ (tendsto_atTop_add_const_right _ _
      ((tendsto_rpow_atTop (by linarith)).atTop_mul_const (by linarith)))
  obtain ⟨t, htM, ht⟩ := ((hT.eventually_gt_atTop M).and (eventually_gt_atTop 0)).exists
  have hpow : t ^ p = t ^ (p - 1) * t := by
    rw [← Real.rpow_add_one ht.ne', sub_add_cancel]
  have e : inner ℝ y (t • x) - f (t • x) = t * (t ^ (p - 1) * (-f x) + inner ℝ y x) := by
    rw [hf t ht, real_inner_smul_right, hpow]
    ring
  refine lt_of_lt_of_le ?_ (le_conjugate f y (t • x))
  rw [e]
  exact EReal.coe_lt_coe_iff.2 htM

/-- The power law `‖x‖ ^ p / p` is homogeneous of degree `p`. -/
theorem homogeneous_witness (p : ℝ) : Homogeneous p (fun x : E => ‖x‖ ^ p / p) := by
  intro t ht x
  change ‖t • x‖ ^ p / p = t ^ p * (‖x‖ ^ p / p)
  rw [norm_smul, Real.norm_of_nonneg ht.le, Real.mul_rpow ht.le (norm_nonneg x)]
  ring

/-- For `p > 1` the conjugate of the power law `‖x‖ ^ p / p` is `‖y‖ ^ q / q`
with `q = p/(p-1)`. -/
theorem conjugate_norm_rpow {p q : ℝ} (hp : 1 < p) (hq : q = p / (p - 1)) (y : E) :
    conjugate (fun x : E => ‖x‖ ^ p / p) y = ((‖y‖ ^ q / q : ℝ) : EReal) := by
  have hp0 : p ≠ 0 := by linarith
  have hp1 : p - 1 ≠ 0 := by linarith
  have hq0 : q ≠ 0 := by rw [hq]; exact div_ne_zero hp0 hp1
  have hinv : p⁻¹ + q⁻¹ = 1 := by
    rw [hq, inv_div, sub_div, div_self hp0, one_div]
    ring
  apply le_antisymm
  · -- upper bound: Cauchy-Schwarz and Young
    refine iSup_le fun x => EReal.coe_le_coe_iff.2 ?_
    have h1 := Real.young_inequality_of_nonneg (norm_nonneg x) (norm_nonneg y)
      (Real.holderConjugate_iff.2 ⟨hp, hinv⟩)
    have h2 := real_inner_le_norm y x
    linarith
  · -- the bound is attained at a multiple of y
    have key : ∃ x : E, inner ℝ y x - ‖x‖ ^ p / p = ‖y‖ ^ q / q := by
      rcases eq_or_ne y 0 with rfl | hy
      · exact ⟨0, by simp [Real.zero_rpow hp0, Real.zero_rpow hq0]⟩
      · have hn : 0 < ‖y‖ := norm_pos_iff.2 hy
        have e1 : ‖y‖ ^ (q - 2) * ‖y‖ ^ 2 = ‖y‖ ^ q := by
          rw [← Real.rpow_natCast, ← Real.rpow_add hn]
          norm_num
        have e2 : ‖‖y‖ ^ (q - 2) • y‖ = ‖y‖ ^ (q - 1) := by
          rw [norm_smul, Real.norm_of_nonneg (Real.rpow_nonneg hn.le _),
            ← Real.rpow_add_one hn.ne']
          congr 1
          ring
        have h : q * (p - 1) = p := by rw [hq, div_mul_cancel₀ p hp1]
        have e3 : (‖y‖ ^ (q - 1)) ^ p = ‖y‖ ^ q := by
          rw [← Real.rpow_mul hn.le]
          congr 1
          linear_combination h
        refine ⟨‖y‖ ^ (q - 2) • y, ?_⟩
        rw [e2, e3, real_inner_smul_right, real_inner_self_eq_norm_sq, e1]
        linear_combination (-(‖y‖ ^ q)) * hinv
    obtain ⟨x, hx⟩ := key
    rw [← hx]
    exact le_conjugate (fun x : E => ‖x‖ ^ p / p) y x

end HomogeneousConjugate
```

```lean
#print axioms HomogeneousConjugate.conjugate_smul_five_thirds
#print axioms HomogeneousConjugate.virial_of_maximizer
#print axioms HomogeneousConjugate.conjugate_eq_top
#print axioms HomogeneousConjugate.conjugate_norm_rpow
```

```
'HomogeneousConjugate.conjugate_smul_five_thirds' depends on axioms: [propext, Classical.choice, Quot.sound]
'HomogeneousConjugate.virial_of_maximizer' depends on axioms: [propext, Classical.choice, Quot.sound]
'HomogeneousConjugate.conjugate_eq_top' depends on axioms: [propext, Classical.choice, Quot.sound]
'HomogeneousConjugate.conjugate_norm_rpow' depends on axioms: [propext, Classical.choice, Quot.sound]
```

## How the lemmas build the scaling law

`le_conjugate` says that every trial vector bounds the conjugate from below. `objective_scaling` is the dilation identity: `h1` is t^p = c and is substituted by rewriting, `h2` is s t = c, and `linear_combination` uses `h2` to finish.

In `conjugate_smul_le`, `iSup_le` reduces the bound on the supremum to a single trial vector x. The identity is applied to t⁻¹ x, and `smul_inv_smul₀` turns t(t⁻¹ x) back into x. `conjugate_smul` then uses `le_antisymm`: one direction is this lemma, and the other is the same lemma for s⁻¹, multiplied by c in the `calc` block. That multiplication takes place in `EReal` and is valid because c is a nonnegative real number.

## Derivative, divergence and attained bound

In `virial_of_maximizer`, `hmax` records the local maximum at t = 1 and `hder` the derivative there; `hasDerivAt_eq_zero` sets that derivative to zero. Only t near 1 matters, so the restriction to positive t does no harm.

`conjugate_eq_top` shows that g(y) exceeds every real M. The limit `hT` supplies a positive t whose trial value is above M.

`homogeneous_witness` confirms that the power law satisfies the homogeneity condition. `conjugate_norm_rpow` proves the upper bound from Mathlib's Young and Cauchy–Schwarz inequalities. Its statement `key` provides the vector that attains the bound, treating y = 0 separately; `e1`, `e2` and `e3` are the power identities used above for y ≠ 0.
